# With an inversion centre, diagonal phases make the plane-wave Hamiltonian of a local potential real symmetric

Let $V(G)$ be the coefficients of $e^{2\pi i\,G\cdot r}$ in a real periodic potential with an inversion centre at $c$, where $G$ is an integer tuple and $r$ and $c$ are in fractional coordinates:

$$V(-G)=\overline{V(G)}=e^{4\pi i\,G\cdot c}\,V(G).$$

On any finite set of plane waves, let $H_{GG'}=T_G\,\delta_{GG'}+V(G-G')$ with real $T_G$, and let $D=\mathrm{diag}\,e^{2\pi i\,G\cdot c}$. Then $D$ is unitary and $DHD^\dagger$ is a real symmetric matrix. Since $D$ does not contain the crystal momentum $k$, the same phases serve at every $k$. For one-particle band calculations with a local, spin-independent potential that has an inversion centre, in a finite plane-wave basis, a real symmetric eigensolver can therefore replace a complex Hermitian one.

## Reciprocal vectors, potential and Hamiltonian

The dimension $d$ is arbitrary.

```lean
import Mathlib

open Matrix ComplexConjugate

namespace InversionRealHamiltonian

noncomputable section

variable {d : ℕ}
```

A reciprocal vector is an integer tuple $G$ and a position $r$ is given in fractional coordinates, so their product needs no metric: $G\cdot r=\sum_j G_j r_j$.

```lean
/-- The product `G · r` of an integer reciprocal vector and a position in fractional coordinates. -/
def gdot (G : Fin d → ℤ) (r : Fin d → ℝ) : ℝ := ∑ j, (G j : ℝ) * r j
```

The plane wave $G$ has the value $p_r(G)=e^{2\pi i\,G\cdot r}$ at $r$. This fixes the sign convention: $V(G)$ multiplies $e^{+2\pi i\,G\cdot r}$.

```lean
/-- The plane-wave phase `exp(2πi G·r)`. -/
def phase (r : Fin d → ℝ) (G : Fin d → ℤ) : ℂ :=
  Complex.exp (2 * Real.pi * Complex.I * (gdot G r : ℂ))
```

The symmetry hypothesis has two parts. The equation $V(-G)=\overline{V(G)}$ says that the potential is real. For a real potential, the second equation says that it is unchanged by inversion about $c$.

```lean
/-- Fourier coefficients of a real potential with inversion centre `c`:
`V(-G) = conj V(G) = exp(4πi G·c) V(G)`. -/
def InversionSymmetric (c : Fin d → ℝ) (V : (Fin d → ℤ) → ℂ) : Prop :=
  ∀ G, V (-G) = conj (V G) ∧
    conj (V G) = Complex.exp (4 * Real.pi * Complex.I * (gdot G c : ℂ)) * V G
```

In real space the potential is $v(r)=\sum_{G\in F}V(G)\,p_r(G)$, here with a finite set $F$ of coefficients.

```lean
/-- The potential at `r` as a sum over a finite set `F` of reciprocal vectors. -/
def potential (F : Finset (Fin d → ℤ)) (V : (Fin d → ℤ) → ℂ) (r : Fin d → ℝ) : ℂ :=
  ∑ G ∈ F, V G * phase r G
```

The Hamiltonian is a complex matrix whose rows and columns are labelled by the elements of a finite set $S$; `G.1` is the integer tuple behind such a label. The potential enters only through $G-G'$, which is what makes it local. Nonlocal pseudopotentials, spin-orbit coupling and magnetic fields lie beyond this model.

```lean
/-- The plane-wave Hamiltonian `T_G δ_GG' + V(G-G')` on a finite set `S`. -/
def hamiltonian (T : (Fin d → ℤ) → ℝ) (V : (Fin d → ℤ) → ℂ) (S : Finset (Fin d → ℤ)) :
    Matrix S S ℂ :=
  Matrix.of fun G G' => (if G = G' then (T G.1 : ℂ) else 0) + V (G.1 - G'.1)
```

The matrix $D$ carries the phases $p_c(G)$ on its diagonal.

```lean
/-- The diagonal matrix of the phases `exp(2πi G·c)`. -/
def phaseMatrix (c : Fin d → ℝ) (S : Finset (Fin d → ℤ)) : Matrix S S ℂ :=
  Matrix.diagonal fun G => phase c G.1
```

The expected result of the conjugation is written down as a matrix over the real numbers, with entries $T_G\,\delta_{GG'}+\mathrm{Re}\,[\,p_c(G-G')\,V(G-G')\,]$.

```lean
/-- The real matrix `T_G δ_GG' + Re[exp(2πi (G-G')·c) V(G-G')]`. -/
def realHamiltonian (c : Fin d → ℝ) (T : (Fin d → ℤ) → ℝ) (V : (Fin d → ℤ) → ℂ)
    (S : Finset (Fin d → ℤ)) : Matrix S S ℝ :=
  Matrix.of fun G G' => (if G = G' then T G.1 else 0) +
    (phase c (G.1 - G'.1) * V (G.1 - G'.1)).re
```

The kinetic energy at $k$ is $\tfrac12|B(k+G)|^2$ in units with $\hbar=m=1$. The columns of $B$ are the reciprocal basis vectors, including their factor $2\pi$, and $k$ is in fractional coordinates.

```lean
/-- The kinetic energy `|B(k+G)|²/2`, where the columns of `B` are the reciprocal basis vectors. -/
def kinetic (B : Matrix (Fin d) (Fin d) ℝ) (k : Fin d → ℝ) (G : Fin d → ℤ) : ℝ :=
  (1 / 2) * ∑ i, ((B *ᵥ fun j => k j + (G j : ℝ)) i) ^ 2
```

## Phases as characters

Since $(-G)\cdot c=-G\cdot c$ is real, reversing $G$ conjugates the phase: $p_c(-G)=\overline{p_c(G)}$. The proof moves the conjugation into the exponent and compares exponents.

```lean
/-- Reversing `G` conjugates the phase. -/
theorem phase_neg (c : Fin d → ℝ) (G : Fin d → ℤ) : phase c (-G) = conj (phase c G) := by
  have h : gdot (-G) c = -gdot G c := by simp [gdot]
  have h2 : conj (2 : ℂ) = 2 := Complex.conj_eq_iff_im.mpr (by simp)
  rw [phase, phase, ← Complex.exp_conj, h]
  congr 1
  simp [h2]
```

The exponents of $p_c(G)$ and $p_c(-G)$ add to zero, so $p_c(G)\,\overline{p_c(G)}=1$.

```lean
/-- The phase has modulus one. -/
theorem phase_mul_conj (c : Fin d → ℝ) (G : Fin d → ℤ) :
    phase c G * conj (phase c G) = 1 := by
  have h : gdot (-G) c = -gdot G c := by simp [gdot]
  rw [← phase_neg, phase, phase, ← Complex.exp_add, h, ← Complex.exp_zero]
  congr 1
  push_cast
  ring
```

In the same way, $G\cdot c-G'\cdot c=(G-G')\cdot c$ gives $p_c(G-G')=p_c(G)\,\overline{p_c(G')}$.

```lean
/-- The phase of a difference `G-G'` is the phase of `G` times the conjugate phase of `G'`. -/
theorem phase_sub (c : Fin d → ℝ) (G G' : Fin d → ℤ) :
    phase c (G - G') = phase c G * conj (phase c G') := by
  have h : gdot (-G') c = -gdot G' c := by simp [gdot]
  have h' : gdot (G - G') c = gdot G c - gdot G' c := by
    simp [gdot, sub_mul, Finset.sum_sub_distrib]
  rw [← phase_neg]
  simp only [phase]
  rw [← Complex.exp_add, h, h']
  congr 1
  push_cast
  ring
```

The factor in the symmetry condition is a square, $e^{4\pi i\,G\cdot c}=p_c(G)^2$. Half of it can thus be moved to the other side of the equation, which is what $D$ will do.

```lean
/-- The factor `exp(4πi G·c)` in the inversion condition is the square of the phase. -/
theorem phase_sq (c : Fin d → ℝ) (G : Fin d → ℤ) :
    Complex.exp (4 * Real.pi * Complex.I * (gdot G c : ℂ)) = phase c G ^ 2 := by
  rw [phase, ← Complex.exp_nat_mul]
  congr 1
  push_cast
  ring
```

## The condition in real space

Inserting $2c-r$ into the Fourier sum gives

$$v(2c-r)=\sum_G V(G)\,e^{4\pi i\,G\cdot c}\,e^{-2\pi i\,G\cdot r}=\sum_G V(-G)\,e^{2\pi i(-G)\cdot r}=v(r).$$

The last step relabels $G\to-G$ and requires that $F$ contain $-G$ along with each $G$. In Lean, `Finset.sum_nbij'` performs the relabelling, and `hp` splits the phase at $2c-r$ into its two factors.

```lean
/-- If `F` contains `-G` with each `G`, the inversion condition on the coefficients gives
`v(2c-r) = v(r)` for the potential in real space. -/
theorem potential_inversion {c : Fin d → ℝ} {V : (Fin d → ℤ) → ℂ}
    (hV : InversionSymmetric c V) (F : Finset (Fin d → ℤ)) (hF : ∀ G ∈ F, -G ∈ F)
    (r : Fin d → ℝ) : potential F V (fun j => 2 * c j - r j) = potential F V r := by
  -- relabel the sum by G ↦ -G
  refine Finset.sum_nbij' (fun G => -G) (fun G => -G) hF hF
    (fun G _ => neg_neg G) (fun G _ => neg_neg G) (fun G _ => ?_)
  have hg : gdot G (fun j => 2 * c j - r j) = 2 * gdot G c + gdot (-G) r := by
    simp only [gdot, Finset.mul_sum, ← Finset.sum_add_distrib]
    refine Finset.sum_congr rfl fun j _ => ?_
    simp only [Pi.neg_apply, Int.cast_neg]
    ring
  have hp : phase (fun j => 2 * c j - r j) G =
      Complex.exp (4 * Real.pi * Complex.I * (gdot G c : ℂ)) * phase r (-G) := by
    rw [phase, phase, ← Complex.exp_add, hg]
    congr 1
    push_cast
    ring
  change V G * phase (fun j => 2 * c j - r j) G = V (-G) * phase r (-G)
  rw [hp, (hV G).1, (hV G).2]
  ring
```

## Conjugating the Hamiltonian

Multiplying by the diagonal matrices gives

$$(DHD^\dagger)_{GG'}=p_c(G)\,\big[T_G\,\delta_{GG'}+V(G-G')\big]\,\overline{p_c(G')}.$$

On the diagonal the two phases cancel, so $T_G$ survives unchanged. In the potential term they combine to $p_c(G-G')$. The proof separates the cases $G=G'$ and $G\neq G'$ accordingly. No symmetry of $V$ has been used yet.

```lean
/-- Conjugation by the phases leaves the kinetic diagonal alone and multiplies `V(G-G')` by
`exp(2πi (G-G')·c)`. -/
theorem conjugated_entry (c : Fin d → ℝ) (T : (Fin d → ℤ) → ℝ) (V : (Fin d → ℤ) → ℂ)
    (S : Finset (Fin d → ℤ)) (G G' : S) :
    (phaseMatrix c S * hamiltonian T V S * (phaseMatrix c S)ᴴ) G G' =
      (if G = G' then (T G.1 : ℂ) else 0) + phase c (G.1 - G'.1) * V (G.1 - G'.1) := by
  have h : (phaseMatrix c S * hamiltonian T V S * (phaseMatrix c S)ᴴ) G G' =
      phase c G.1 * ((if G = G' then (T G.1 : ℂ) else 0) + V (G.1 - G'.1)) *
        conj (phase c G'.1) := by
    rw [phaseMatrix, Matrix.diagonal_conjTranspose, Matrix.mul_diagonal, Matrix.diagonal_mul]
    rfl
  rw [h, phase_sub]
  by_cases e : G = G'
  · subst e
    rw [if_pos rfl]
    linear_combination (T G.1 : ℂ) * phase_mul_conj c G.1
  · rw [if_neg e]
    ring
```

Now set $W(G)=p_c(G)\,V(G)$. This is the Fourier coefficient seen from an origin placed at $c$. The symmetry condition gives

$$\overline{W(G)}=\overline{p_c(G)}\;p_c(G)^2\,V(G)=p_c(G)\,V(G)=W(G),$$

so $W$ is real. Moreover $W(-G)=\overline{p_c(G)}\,\overline{V(G)}=\overline{W(G)}=W(G)$, so $W$ is even and the matrix $W(G-G')$ is symmetric.

The theorem has three parts: $DD^\dagger=1$, the equality of $DHD^\dagger$ with the real matrix defined above (its entries read as complex numbers), and the symmetry of that real matrix. In the proof, `key` is the reality of $W$, and `hs` is its evenness. The diagonal $T$ is an arbitrary real function, so every $k$ is included.

```lean
/-- For a real potential with inversion centre `c` and any real kinetic diagonal, the unitary
matrix `diag exp(2πi G·c)` conjugates the plane-wave Hamiltonian into a real symmetric matrix. -/
theorem conjugated_real_symmetric {c : Fin d → ℝ} {V : (Fin d → ℤ) → ℂ}
    (hV : InversionSymmetric c V) (T : (Fin d → ℤ) → ℝ) (S : Finset (Fin d → ℤ)) :
    phaseMatrix c S * (phaseMatrix c S)ᴴ = 1 ∧
    phaseMatrix c S * hamiltonian T V S * (phaseMatrix c S)ᴴ =
      (realHamiltonian c T V S).map (fun x : ℝ => (x : ℂ)) ∧
    (realHamiltonian c T V S).IsSymm := by
  -- the shifted coefficient equals its own conjugate
  have key : ∀ G, conj (phase c G) * conj (V G) = phase c G * V G := fun G => by
    have h := (hV G).2
    rw [phase_sq] at h
    linear_combination conj (phase c G) * h + phase c G * V G * phase_mul_conj c G
  refine ⟨?_, ?_, ?_⟩
  · rw [phaseMatrix, Matrix.diagonal_conjTranspose, Matrix.diagonal_mul_diagonal,
      ← Matrix.diagonal_one]
    congr 1
    funext G
    exact phase_mul_conj c G.1
  · ext G G'
    have hz := Complex.conj_eq_iff_re.mp
      ((map_mul (starRingEnd ℂ) _ _).trans (key (G.1 - G'.1)))
    rw [conjugated_entry, Matrix.map_apply, realHamiltonian, Matrix.of_apply,
      Complex.ofReal_add, hz]
    congr 1
    split_ifs <;> simp
  · refine Matrix.IsSymm.ext fun G G' => ?_
    have hs : phase c (G'.1 - G.1) * V (G'.1 - G.1) =
        phase c (G.1 - G'.1) * V (G.1 - G'.1) := by
      rw [← neg_sub G.1 G'.1, phase_neg, (hV _).1, key]
    simp only [realHamiltonian, Matrix.of_apply, hs]
    by_cases e : G = G'
    · subst e
      rfl
    · rw [if_neg e, if_neg (Ne.symm e)]
```

The same computation settles a potential that is odd about $c$, with $\overline{V(G)}=-e^{4\pi i\,G\cdot c}\,V(G)$. Then $W$ is imaginary and odd, and $DHD^\dagger$ is the kinetic diagonal plus $i$ times a real antisymmetric matrix; this variant is an observation without a Lean proof.

## Reality of the matrix detects the inversion centre

Conversely, let the potential be real and suppose that $DHD^\dagger$ has real entries for every finite plane-wave set. The set $\{G,0\}$ is enough to test one coefficient: its $(G,0)$ entry is $W(G)$, plus a real kinetic term if $G=0$. Hence $\overline{p_c(G)}\,\overline{V(G)}=p_c(G)\,V(G)$, and multiplication by $p_c(G)$ returns $\overline{V(G)}=p_c(G)^2\,V(G)$. The theorem states this as an equivalence, for any fixed real $T$; the other direction is the previous result.

```lean
/-- For a real potential, the conjugated Hamiltonian is real on every finite plane-wave set
exactly when `c` is an inversion centre of the potential. -/
theorem real_iff_inversionSymmetric (c : Fin d → ℝ) (T : (Fin d → ℤ) → ℝ)
    {V : (Fin d → ℤ) → ℂ} (hV : ∀ G, V (-G) = conj (V G)) :
    (∀ (S : Finset (Fin d → ℤ)) (G G' : S),
      ((phaseMatrix c S * hamiltonian T V S * (phaseMatrix c S)ᴴ) G G').im = 0) ↔
    InversionSymmetric c V := by
  constructor
  · intro h G
    refine ⟨hV G, ?_⟩
    -- the two plane waves G and 0 already test the coefficient V(G)
    have h1 := h {G, 0} ⟨G, by simp⟩ ⟨0, by simp⟩
    rw [conjugated_entry, Complex.add_im] at h1
    have h2 : (phase c G * V G).im = 0 := by
      split_ifs at h1 <;> simpa only [Complex.ofReal_im, Complex.zero_im, zero_add, sub_zero] using h1
    have h3 := Complex.conj_eq_iff_im.mpr h2
    rw [map_mul] at h3
    rw [phase_sq]
    linear_combination phase c G * h3 - conj (V G) * phase_mul_conj c G
  · intro h S G G'
    rw [(conjugated_real_symmetric h T S).2.1, Matrix.map_apply, Complex.ofReal_im]
```

For $G\neq0$ this pair is also the smallest case with a coupling. With an inversion centre at $c$,

$$DHD^\dagger=\begin{pmatrix}T_G+V(0)&W(G)\\ W(G)&T_0+V(0)\end{pmatrix},\qquad W(G)=\pm|V(G)|.$$

Where $T_G=T_0$, as for the kinetic energy at $k=-G/2$, the levels of this two-wave matrix are $T_0+V(0)\pm|V(G)|$.

## Real eigenvectors at every k

Write $R=DHD^\dagger$. The real spectral theorem supplies real orthonormal vectors $u_n$, one for each plane wave in $S$, with $Ru_n=e_nu_n$ and real $e_n$. Because $D^\dagger D=1$, we have $HD^\dagger=D^\dagger R$, and therefore

$$H\,(D^\dagger u_n)=D^\dagger R\,u_n=e_n\,(D^\dagger u_n).$$

The eigenvectors $D^\dagger u_n$ of $H$ have components $e^{-2\pi i\,G\cdot c}\,u_n(G)$, and they inherit orthonormality from the $u_n$ because $D^\dagger$ is unitary.

In the Lean statement, `e n` is the eigenvalue, `u n` the real vector, and the dot-product condition is orthonormality. The proof takes both from Mathlib's `eigenvalues` and `eigenvectorBasis`. Then `hu` reads the real eigenvalue equation over the complex numbers, and `hH` is the relation $HD^\dagger=D^\dagger R$. The set $S$ is arbitrary, so it may change with $k$, as it does when a fixed cutoff is applied to the kinetic energy at each $k$.

```lean
/-- For a real potential with inversion centre `c`, at every `k` there are real orthonormal vectors
`u n`, as many as plane waves, such that `exp(-2πi G·c) u n G` are eigenvectors of the Hamiltonian
with real eigenvalues. -/
theorem real_diagonalization {c : Fin d → ℝ} {V : (Fin d → ℤ) → ℂ}
    (hV : InversionSymmetric c V) (B : Matrix (Fin d) (Fin d) ℝ) (S : Finset (Fin d → ℤ))
    (k : Fin d → ℝ) :
    ∃ (e : S → ℝ) (u : S → S → ℝ), (∀ m n, u m ⬝ᵥ u n = if m = n then 1 else 0) ∧
      ∀ n, hamiltonian (kinetic B k) V S *ᵥ ((phaseMatrix c S)ᴴ *ᵥ fun G => (u n G : ℂ)) =
        (e n : ℂ) • ((phaseMatrix c S)ᴴ *ᵥ fun G => (u n G : ℂ)) := by
  obtain ⟨hD, hR, hs⟩ := conjugated_real_symmetric hV (kinetic B k) S
  have hA : (realHamiltonian c (kinetic B k) V S).IsHermitian :=
    Matrix.IsHermitian.ext fun i j => by
      rw [star_trivial]
      exact hs.apply i j
  refine ⟨hA.eigenvalues, fun n => (hA.eigenvectorBasis n).ofLp, fun m n => ?_, fun n => ?_⟩
  · refine Eq.trans ?_ (orthonormal_iff_ite.mp hA.eigenvectorBasis.orthonormal m n)
    simp [PiLp.inner_apply, dotProduct, mul_comm]
  · -- the real eigenvalue equation, read over the complex numbers
    have hu : (realHamiltonian c (kinetic B k) V S).map (fun x : ℝ => (x : ℂ)) *ᵥ
        (fun G => ((hA.eigenvectorBasis n).ofLp G : ℂ)) =
        (hA.eigenvalues n : ℂ) • fun G => ((hA.eigenvectorBasis n).ofLp G : ℂ) := by
      funext G
      have h : ∑ G', realHamiltonian c (kinetic B k) V S G G' *
          (hA.eigenvectorBasis n).ofLp G' =
          hA.eigenvalues n * (hA.eigenvectorBasis n).ofLp G :=
        congrFun (hA.mulVec_eigenvectorBasis n) G
      have h' := congrArg (fun x : ℝ => (x : ℂ)) h
      simp only [Complex.ofReal_sum, Complex.ofReal_mul] at h'
      exact h'
    -- undo the conjugation
    have hH : hamiltonian (kinetic B k) V S * (phaseMatrix c S)ᴴ = (phaseMatrix c S)ᴴ *
        (realHamiltonian c (kinetic B k) V S).map (fun x : ℝ => (x : ℂ)) := by
      rw [← hR, ← mul_assoc, ← mul_assoc, mul_eq_one_comm.mp hD, one_mul]
    rw [Matrix.mulVec_mulVec, hH, ← Matrix.mulVec_mulVec, hu, Matrix.mulVec_smul]
```

## Two identical atoms

Take a crystal with two identical atoms per cell, at $a$ and $b$, and model its potential as a sum of identical atomic potentials centred on the atoms. The coefficients are then

$$V(G)=f(G)\,\big(\overline{p_a(G)}+\overline{p_b(G)}\big).$$

The form factor $f$ is taken real and even, which stands for an atomic potential that is itself real and symmetric under inversion about its nucleus. For the midpoint $c=(a+b)/2$ we have $e^{4\pi i\,G\cdot c}=p_a(G)\,p_b(G)$, and so

$$p_a(G)\,p_b(G)\,V(G)=f(G)\,\big(p_b(G)+p_a(G)\big)=\overline{V(G)}.$$

The first part of the condition, $V(-G)=\overline{V(G)}$, follows from $f(-G)=f(G)$. Diamond-structure silicon, modelled with a local atomic potential of this kind, is an example, with its inversion centre at the middle of a bond. In the proof, `hp` is the product formula for the phases, and the final `linear_combination` uses that $p_a$ and $p_b$ have modulus one.

```lean
/-- Two identical atoms at `a` and `b` with a real even form factor `f` give a potential
with inversion centre at their midpoint. -/
theorem inversionSymmetric_witness (a b : Fin d → ℝ) (f : (Fin d → ℤ) → ℝ)
    (hf : ∀ G, f (-G) = f G) :
    InversionSymmetric (fun j => (a j + b j) / 2)
      (fun G => (f G : ℂ) * (conj (phase a G) + conj (phase b G))) := by
  intro G
  have hg : gdot G (fun j => (a j + b j) / 2) = (gdot G a + gdot G b) / 2 := by
    simp only [gdot, ← Finset.sum_add_distrib, Finset.sum_div]
    exact Finset.sum_congr rfl fun j _ => by ring
  have hp : Complex.exp (4 * Real.pi * Complex.I *
      (gdot G (fun j => (a j + b j) / 2) : ℂ)) = phase a G * phase b G := by
    rw [phase, phase, ← Complex.exp_add, hg]
    congr 1
    push_cast
    ring
  constructor
  · simp only [hf, phase_neg, map_mul, map_add, Complex.conj_ofReal]
  · rw [hp]
    simp only [map_mul, map_add, Complex.conj_ofReal, Complex.conj_conj]
    linear_combination -(f G : ℂ) * phase b G * phase_mul_conj a G -
      (f G : ℂ) * phase a G * phase_mul_conj b G

end

end InversionRealHamiltonian
```

```lean
#print axioms InversionRealHamiltonian.potential_inversion
#print axioms InversionRealHamiltonian.real_iff_inversionSymmetric
#print axioms InversionRealHamiltonian.real_diagonalization
```

```
'InversionRealHamiltonian.potential_inversion' depends on axioms: [propext, Classical.choice, Quot.sound]
'InversionRealHamiltonian.real_iff_inversionSymmetric' depends on axioms: [propext, Classical.choice, Quot.sound]
'InversionRealHamiltonian.real_diagonalization' depends on axioms: [propext, Classical.choice, Quot.sound]
```
